# At every step size, the midpoint scheme for exponential decay diverges unless its second starting value is exactly the physical root times the first

Take the decay equation $y'=-ky$ with $k>0$, a fixed step $h>0$, and the two-step midpoint scheme $y_{n+2}=y_n-2hk\,y_{n+1}$, started from $y_0$ and $y_1$. I used it for the exponential tail of a bound orbital. The values fell as they should for a while, then began to alternate in sign and grow. Halving $h$ only postponed the trouble, and so did taking $y_1$ from the exact exponential. Is there a step size small enough to stop this?

## A second root of modulus greater than one

Write $a=hk$ and $S=\sqrt{1+a^2}$, and define

$$r=S-a,\qquad s=-(S+a).$$

I call $r$ the physical root and $s$ the parasitic root. All quantities are real numbers, without rounding, and $n$ counts from 0.

No step size stops it. For fixed $h,k>0$, $|y_n|\to\infty$ unless $y_1=r\,y_0$, and in that one case $y_n\to0$.

Inserting $y_n=x^n$ with $x\neq0$ into the scheme gives $x^2=1-2ax$, whose solutions are $-a\pm S$, that is, $r$ and $s$. Since $a>0$, we have $a^2<S^2=1+a^2<(1+a)^2$, so $a<S<1+a$ and therefore $0<r<1$. Also $S>1$, so $s<-1$. The differential equation has one solution mode, but the two-step recurrence has two, and the extra one alternates in sign and grows.

To see how much of each mode a run contains, put

$$A=y_1-s\,y_0,\qquad B=y_1-r\,y_0.$$

Then, for all $n$,

$$(r-s)\,y_n=A\,r^n-B\,s^n .$$

At $n=0$ the right side is $A-B=(r-s)y_0$. At $n=1$ it is $Ar-Bs=(r-s)y_1$, because the terms in $rs\,y_0$ cancel. If the formula holds at $n$ and $n+1$, the scheme gives

$$(r-s)y_{n+2}=A\,r^n(1-2ar)-B\,s^n(1-2as)=A\,r^{n+2}-B\,s^{n+2}.$$

If $B=0$, then $A=(r-s)y_0$, so $y_n=r^n y_0\to0$. If $B\neq0$, the reverse triangle inequality and $0<r<1$ give

$$(r-s)\,|y_n|\ \ge\ |B|\,|s|^n-|A|\,r^n\ \ge\ |B|\,|s|^n-|A|\ \to\ \infty .$$

A sequence cannot do both, so each limit identifies its starting condition.

When $y_0\neq0$, the exact starting value does not prevent the divergence. If $e^{-a}=S-a$, then $(S-a)(S+a)=1$ gives $e^{a}=S+a$. Subtracting yields $\sinh a=a$, which is false for $a>0$. An explicit Euler start, $y_1=(1-a)y_0$, would need $S=1$, hence $a=0$. The exact exponential solves the differential equation, whereas $r^n$ solves the recurrence.

## The recurrence in a radial Dirac tail

Far from the nucleus, neglect the potential and the $\kappa/\rho$ terms, where $\rho$ is the radius and $\kappa$ the relativistic angular quantum number. For an electron of mass $m$ in a bound state with total energy $E$ (rest energy included), $|E|<mc^2$, the large and small radial components $P$ and $Q$ then obey, with primes for derivatives in $\rho$,

$$P'=\frac{mc^2+E}{\hbar c}\,Q,\qquad Q'=\frac{mc^2-E}{\hbar c}\,P .$$

The combination $u=P-\sqrt{(mc^2+E)/(mc^2-E)}\;Q$ satisfies $u'=-ku$ with $k=\sqrt{m^2c^4-E^2}/(\hbar c)$. Midpoint steps outward in $P$ and $Q$ therefore advance $u$ by exactly the recurrence above. The result covers only this single decaying combination with constant coefficients. The full system also has a genuinely growing solution, a separate difficulty and the usual reason for integrating the tail inward instead.

For $hk=0.1$, $y_0=1$ and the exact start $y_1=e^{-0.1}$, the roots are $r\approx0.90499$ and $s\approx-1.10499$, and

$$y_n\approx0.999925\,r^n+0.0000747\,s^n .$$

The parasitic term overtakes the physical one at $n=48$, and $y_{49}$ is the first negative value. The distance covered by then is about five decay lengths.

## What the Lean statements say

`IsMidpointRun f h y` says that the sequence `y : ℕ → ℝ` obeys the midpoint recurrence for $y'=f(y)$ at every $n$, with `y 0` and `y 1` left free. The theorems about runs use `fun u => -k * u`, the linear decay law. `physicalRoot h k` and `parasiticRoot h k` are $r$ and $s$.

The main theorem, `midpoint_dichotomy`, assumes `0 < h`, `0 < k` and that `y` is such a run. It proves two equivalences: $|y_n|\to\infty$ exactly when $y_1\neq r\,y_0$, and $y_n\to0$ exactly when $y_1=r\,y_0$. In `Tendsto (fun n => |y n|) atTop atTop`, the modulus eventually exceeds any bound; `𝓝 0` denotes the neighbourhoods of zero. The zero run belongs to the second case.

`exact_start_diverges` and `euler_start_diverges` treat the two practical starts and add the hypothesis `y 0 ≠ 0`, since with $y_0=0$ either prescription produces the zero run.

The limit is $n\to\infty$ at fixed $h$. This does not conflict with the usual improvement on a fixed interval as $h$ shrinks. Variable coefficients, nonlinear $f$, changing step sizes and rounding lie beyond these statements.

```lean
import Mathlib

open Filter Topology

namespace MidpointParasite

noncomputable section

/-- The sequence `y` is produced by the two-step midpoint scheme with step `h` for the
differential equation `y' = f y`. -/
def IsMidpointRun (f : ℝ → ℝ) (h : ℝ) (y : ℕ → ℝ) : Prop :=
  ∀ n, y (n + 2) = y n + 2 * h * f (y (n + 1))

/-- The physical root `sqrt (1 + h²k²) - hk` of the midpoint scheme for `y' = -k y`. -/
def physicalRoot (h k : ℝ) : ℝ := Real.sqrt (1 + (h * k) ^ 2) - h * k

/-- The parasitic root `-(sqrt (1 + h²k²) + hk)` of the midpoint scheme for `y' = -k y`. -/
def parasiticRoot (h k : ℝ) : ℝ := -(Real.sqrt (1 + (h * k) ^ 2) + h * k)

/-- Both roots solve the characteristic equation `x² = 1 - 2hk x` of the scheme. -/
theorem roots_characteristic (h k : ℝ) :
    physicalRoot h k ^ 2 = 1 - 2 * (h * k) * physicalRoot h k ∧
      parasiticRoot h k ^ 2 = 1 - 2 * (h * k) * parasiticRoot h k := by
  have hS := Real.sq_sqrt (show 0 ≤ 1 + (h * k) ^ 2 by positivity)
  unfold physicalRoot parasiticRoot
  constructor <;> linear_combination hS

/-- For positive step and decay rate the physical root lies strictly between 0 and 1,
and the parasitic root lies below -1. -/
theorem roots_bounds {h k : ℝ} (hh : 0 < h) (hk : 0 < k) :
    0 < physicalRoot h k ∧ physicalRoot h k < 1 ∧ parasiticRoot h k < -1 := by
  have ha : 0 < h * k := mul_pos hh hk
  have hS := Real.sq_sqrt (show 0 ≤ 1 + (h * k) ^ 2 by positivity)
  have hS0 := Real.sqrt_nonneg (1 + (h * k) ^ 2)
  unfold physicalRoot parasiticRoot
  generalize Real.sqrt (1 + (h * k) ^ 2) = S at *
  generalize h * k = a at *
  have h1 : a < S := by nlinarith
  have h2 : S < 1 + a := by nlinarith
  have h3 : 1 < S := by nlinarith [pow_pos ha 2]
  exact ⟨by linarith, by linarith, by linarith⟩

/-- Every superposition of the physical and the parasitic mode is a run of the midpoint
scheme for `y' = -k y`. -/
theorem modes_are_runs (h k A B : ℝ) :
    IsMidpointRun (fun u => -k * u) h
      (fun n => A * physicalRoot h k ^ n + B * parasiticRoot h k ^ n) := by
  intro n
  obtain ⟨hr, hs⟩ := roots_characteristic h k
  change A * physicalRoot h k ^ (n + 2) + B * parasiticRoot h k ^ (n + 2) =
    A * physicalRoot h k ^ n + B * parasiticRoot h k ^ n + 2 * h *
      (-k * (A * physicalRoot h k ^ (n + 1) + B * parasiticRoot h k ^ (n + 1)))
  linear_combination A * physicalRoot h k ^ n * hr + B * parasiticRoot h k ^ n * hs

/-- Every run for `y' = -k y` splits into a physical and a parasitic mode, with amplitudes
fixed by the two starting values. -/
theorem mode_decomposition {h k : ℝ} {y : ℕ → ℝ}
    (hy : IsMidpointRun (fun u => -k * u) h y) (n : ℕ) :
    (physicalRoot h k - parasiticRoot h k) * y n =
      (y 1 - parasiticRoot h k * y 0) * physicalRoot h k ^ n -
        (y 1 - physicalRoot h k * y 0) * parasiticRoot h k ^ n := by
  obtain ⟨hr, hs⟩ := roots_characteristic h k
  generalize physicalRoot h k = r at *
  generalize parasiticRoot h k = s at *
  -- carry two consecutive steps through the induction
  have key : ∀ m : ℕ,
      (r - s) * y m = (y 1 - s * y 0) * r ^ m - (y 1 - r * y 0) * s ^ m ∧
      (r - s) * y (m + 1) =
        (y 1 - s * y 0) * r ^ (m + 1) - (y 1 - r * y 0) * s ^ (m + 1) := by
    intro m
    induction m with
    | zero => constructor <;> simp only [zero_add, pow_zero, pow_one] <;> ring
    | succ m ih =>
      refine ⟨ih.2, ?_⟩
      have hm : y (m + 2) = y m + 2 * h * (-k * y (m + 1)) := hy m
      change (r - s) * y (m + 2) =
        (y 1 - s * y 0) * r ^ (m + 2) - (y 1 - r * y 0) * s ^ (m + 2)
      linear_combination (r - s) * hm + ih.1 - 2 * (h * k) * ih.2
        - (y 1 - s * y 0) * r ^ m * hr + (y 1 - r * y 0) * s ^ m * hs
  exact (key n).1

/-- For `h, k > 0`, a run started exactly on the physical mode tends to zero. -/
theorem tendsto_zero_of_physical_start {h k : ℝ} (hh : 0 < h) (hk : 0 < k) {y : ℕ → ℝ}
    (hy : IsMidpointRun (fun u => -k * u) h y) (h1 : y 1 = physicalRoot h k * y 0) :
    Tendsto y atTop (𝓝 0) := by
  obtain ⟨hr0, hr1, hs⟩ := roots_bounds hh hk
  have hd : physicalRoot h k - parasiticRoot h k ≠ 0 := by linarith
  have hform : y = fun n => physicalRoot h k ^ n * y 0 := by
    funext n
    apply mul_left_cancel₀ hd
    rw [mode_decomposition hy n, h1]
    ring
  rw [hform]
  simpa using (tendsto_pow_atTop_nhds_zero_of_lt_one hr0.le hr1).mul_const (y 0)

/-- For `h, k > 0`, a run started off the physical mode grows without bound in modulus. -/
theorem tendsto_abs_atTop_of_parasite {h k : ℝ} (hh : 0 < h) (hk : 0 < k) {y : ℕ → ℝ}
    (hy : IsMidpointRun (fun u => -k * u) h y) (h1 : y 1 ≠ physicalRoot h k * y 0) :
    Tendsto (fun n => |y n|) atTop atTop := by
  obtain ⟨hr0, hr1, hs⟩ := roots_bounds hh hk
  have hc := mode_decomposition hy
  have hB : 0 < |y 1 - physicalRoot h k * y 0| := abs_pos.2 (sub_ne_zero.2 h1)
  generalize y 1 - physicalRoot h k * y 0 = B at *
  generalize y 1 - parasiticRoot h k * y 0 = A at *
  generalize physicalRoot h k = r at *
  generalize parasiticRoot h k = s at *
  have hd : 0 < r - s := by linarith
  have hs1 : 1 < |s| := by rw [abs_of_neg (by linarith)]; linarith
  have hgrow : Tendsto (fun n : ℕ => (|B| * |s| ^ n + -|A|) / (r - s)) atTop atTop :=
    (tendsto_atTop_add_const_right atTop (-|A|)
      ((tendsto_pow_atTop_atTop_of_one_lt hs1).const_mul_atTop hB)).atTop_div_const hd
  -- the modulus of the parasitic part minus a bound on the physical part, divided by `r - s`,
  -- bounds `|y n|` from below
  refine tendsto_atTop_mono (fun n => ?_) hgrow
  rw [div_le_iff₀ hd]
  have e : |y n| * (r - s) = |B * s ^ n - A * r ^ n| := by
    rw [abs_sub_comm, ← hc n, abs_mul, abs_of_pos hd, mul_comm]
  have t := abs_sub_abs_le_abs_sub (B * s ^ n) (A * r ^ n)
  have hA : |A * r ^ n| ≤ |A| := by
    rw [abs_mul, abs_of_pos (pow_pos hr0 n)]
    exact mul_le_of_le_one_right (abs_nonneg A) (pow_le_one₀ hr0.le hr1.le)
  have hBs : |B * s ^ n| = |B| * |s| ^ n := by rw [abs_mul, abs_pow]
  linarith

/-- For every step `h > 0` and rate `k > 0`, a midpoint run for `y' = -k y` diverges in
modulus exactly when `y₁ ≠ (sqrt (1 + h²k²) - hk) y₀`, and tends to zero exactly when
equality holds. -/
theorem midpoint_dichotomy {h k : ℝ} (hh : 0 < h) (hk : 0 < k) {y : ℕ → ℝ}
    (hy : IsMidpointRun (fun u => -k * u) h y) :
    (Tendsto (fun n => |y n|) atTop atTop ↔
        y 1 ≠ (Real.sqrt (1 + (h * k) ^ 2) - h * k) * y 0) ∧
      (Tendsto y atTop (𝓝 0) ↔
        y 1 = (Real.sqrt (1 + (h * k) ^ 2) - h * k) * y 0) := by
  change (_ ↔ y 1 ≠ physicalRoot h k * y 0) ∧ (_ ↔ y 1 = physicalRoot h k * y 0)
  refine ⟨⟨fun hinf h1 => ?_, tendsto_abs_atTop_of_parasite hh hk hy⟩,
    ⟨fun h0 => ?_, tendsto_zero_of_physical_start hh hk hy⟩⟩
  · exact not_tendsto_nhds_of_tendsto_atTop hinf _
      (tendsto_zero_of_physical_start hh hk hy h1).abs
  · by_contra h1
    exact not_tendsto_nhds_of_tendsto_atTop
      (tendsto_abs_atTop_of_parasite hh hk hy h1) _ h0.abs

/-- For `h, k > 0` and `y₀ ≠ 0`, a midpoint run for `y' = -k y` diverges in modulus if `y₁` is the
exact solution value `exp (-hk) y₀`. -/
theorem exact_start_diverges {h k : ℝ} (hh : 0 < h) (hk : 0 < k) {y : ℕ → ℝ}
    (hy : IsMidpointRun (fun u => -k * u) h y) (h0 : y 0 ≠ 0)
    (h1 : y 1 = Real.exp (-(h * k)) * y 0) :
    Tendsto (fun n => |y n|) atTop atTop := by
  refine tendsto_abs_atTop_of_parasite hh hk hy (fun h2 => ?_)
  have he : Real.exp (-(h * k)) = Real.sqrt (1 + (h * k) ^ 2) - h * k :=
    mul_right_cancel₀ h0 (h1.symm.trans h2)
  have hS := Real.sq_sqrt (show 0 ≤ 1 + (h * k) ^ 2 by positivity)
  have hprod : Real.exp (h * k) * Real.exp (-(h * k)) = 1 := by
    rw [← Real.exp_add, add_neg_cancel, Real.exp_zero]
  have he' : Real.exp (h * k) = Real.sqrt (1 + (h * k) ^ 2) + h * k := by
    apply mul_right_cancel₀ (Real.exp_ne_zero (-(h * k)))
    rw [hprod, he]
    linear_combination -hS
  -- equality would force sinh (hk) = hk
  have hlt := Real.self_lt_sinh_iff.2 (mul_pos hh hk)
  rw [Real.sinh_eq, he, he'] at hlt
  linarith

/-- For `h, k > 0` and `y₀ ≠ 0`, the run diverges in modulus when `y₁` comes from one
explicit Euler step, `y₁ = (1 - hk) y₀`. -/
theorem euler_start_diverges {h k : ℝ} (hh : 0 < h) (hk : 0 < k) {y : ℕ → ℝ}
    (hy : IsMidpointRun (fun u => -k * u) h y) (h0 : y 0 ≠ 0)
    (h1 : y 1 = (1 - h * k) * y 0) :
    Tendsto (fun n => |y n|) atTop atTop := by
  refine tendsto_abs_atTop_of_parasite hh hk hy (fun h2 => ?_)
  have he : 1 - h * k = Real.sqrt (1 + (h * k) ^ 2) - h * k :=
    mul_right_cancel₀ h0 (h1.symm.trans h2)
  have hS := Real.sq_sqrt (show 0 ≤ 1 + (h * k) ^ 2 by positivity)
  have hone : Real.sqrt (1 + (h * k) ^ 2) = 1 := by linarith
  rw [hone] at hS
  linarith [pow_pos (mul_pos hh hk) 2]

end

end MidpointParasite
```

```lean
#print axioms MidpointParasite.modes_are_runs
-- 'MidpointParasite.modes_are_runs' depends on axioms: [propext, Classical.choice, Quot.sound]
#print axioms MidpointParasite.midpoint_dichotomy
-- 'MidpointParasite.midpoint_dichotomy' depends on axioms: [propext, Classical.choice, Quot.sound]
#print axioms MidpointParasite.exact_start_diverges
-- 'MidpointParasite.exact_start_diverges' depends on axioms: [propext, Classical.choice, Quot.sound]
#print axioms MidpointParasite.euler_start_diverges
-- 'MidpointParasite.euler_start_diverges' depends on axioms: [propext, Classical.choice, Quot.sound]
```

## From the characteristic equation to the two limits

`roots_characteristic` reduces both quadratic equations to $S^2=1+a^2$, which `linear_combination` applies. `roots_bounds` replaces the square root by a letter `S` and the product $hk$ by `a`, then lets `nlinarith` derive the inequalities $a<S$, $S<1+a$ and $1<S$ from that same identity together with $S\ge0$ and $a>0$.

`modes_are_runs` shows that any superposition of $r^n$ and $s^n$, with arbitrary real amplitudes, satisfies the recurrence, so the theorems are about sequences that do occur. `mode_decomposition` is the converse: every run has the form derived above. Its inner claim `key` carries the formula at $m$ and $m+1$ together, because the recurrence needs two earlier values. The final `linear_combination` adds the recurrence, the two induction hypotheses and the two characteristic equations with the appropriate factors. It needs no sign condition on $h$ or $k$.

`tendsto_zero_of_physical_start` cancels the nonzero factor $r-s$ to obtain $y_n=r^n y_0$, then uses the limit of a geometric sequence with ratio between 0 and 1.

`tendsto_abs_atTop_of_parasite` writes `A` and `B` for the same two quantities as above. Its `hgrow` says that $(|B||s|^n-|A|)/(r-s)$ tends to infinity, and `tendsto_atTop_mono` passes this growth to the larger quantity $|y_n|$. The comparison uses `abs_sub_abs_le_abs_sub`, the reverse triangle inequality, and `hA`, the bound $|A r^n|\le|A|$.

In `midpoint_dichotomy`, these two theorems supply one direction of each equivalence. The other directions follow by contradiction: `not_tendsto_nhds_of_tendsto_atTop` says that a sequence tending to infinity has no finite limit.

The last two theorems suppose that the prescribed $y_1$ equals $r\,y_0$ and cancel $y_0$. For the exponential start, `he` and `he'` give $e^{-a}=S-a$ and $e^{a}=S+a$, which contradict $a<\sinh a$ from `Real.self_lt_sinh_iff`. For the Euler start, `hone` gives $S=1$, which contradicts $a^2>0$.
